# The frequency expansion of the Sternheimer equation converges below the excitation gap

To obtain a dynamic response at many frequencies, one can solve a few static linear equations, store the solution vectors, and sum a power series at each frequency, with no new linear system to solve. Each static equation has the same operator $H-E$, and each one after the first takes the previous solution as its right-hand side. For a fixed Hamiltonian, with no induced change of the potential, the series converges at every frequency smaller in modulus than a lower bound $g$ on the excitation energies, though more terms may be needed as the frequency approaches $g$.

Let $\psi$ be the normalized ground state of $H$, with energy $E$, and $b=D\psi$ the perturbation $D$ (a dipole operator, say) applied to it. With $\hbar=1$, the equation at frequency $w$ is

$$(H-E-w)\,u=-Qb,\qquad Qb=b-\langle\psi,b\rangle\psi .$$

The static vectors $u_k\perp\psi$ satisfy $(H-E)u_0=-Qb$ and $(H-E)u_{k+1}=u_k$. The claim is that $u=\sum_k w^k u_k$.

## The Hamiltonian, the gap and the static equations in Lean

In the code `V` is the space of states, not a potential. It is a complex inner product space, and `inner ℂ` is conjugate-linear in its first argument, like a bra-ket.

```lean
import Mathlib

open Filter Topology

namespace SternheimerFrequencyExpansion

noncomputable section

variable {V : Type*} [NormedAddCommGroup V] [InnerProductSpace ℂ V]
```

The name `proj` stands for $Q$, which removes $\psi$; it is not the projector onto $\psi$.

```lean
/-- The vector `Q b = b - ⟨ψ, b⟩ ψ`; for a unit vector `ψ` this is the part of `b`
orthogonal to `ψ`. -/
def proj (ψ b : V) : V := b - inner ℂ ψ b • ψ
```

The gap condition says that any state orthogonal to $\psi$ has mean energy at least $g$ above $E$, so $\psi$ is a non-degenerate ground state when $g>0$ and $H$ is Hermitian with $H\psi=E\psi$. If $H$ is a one-electron Hamiltonian and $\psi$ an occupied orbital above the lowest, the condition fails, because the lower orbitals are orthogonal to $\psi$ and have smaller energies; the theorems below do not cover that case.

```lean
/-- The energy gap condition: `⟨v, (H - E) v⟩` has real part at least `g ‖v‖²` for every `v`
orthogonal to `ψ`. -/
def HasGap (H : V →L[ℂ] V) (E : ℝ) (ψ : V) (g : ℝ) : Prop :=
  ∀ v : V, inner ℂ ψ v = 0 → g * ‖v‖ ^ 2 ≤ (inner ℂ v (H v - (E : ℂ) • v)).re
```

The static equations form a structure with three fields: orthogonality, the first equation and the recursion.

```lean
/-- The hierarchy of static Sternheimer equations: all `u k` are orthogonal to `ψ`,
`(H - E) u 0 = -Q b`, and `(H - E) u (k + 1) = u k`. -/
structure IsChain (H : V →L[ℂ] V) (E : ℝ) (ψ b : V) (u : ℕ → V) : Prop where
  orth : ∀ k, inner ℂ ψ (u k) = 0
  start : H (u 0) - (E : ℂ) • u 0 = -proj ψ b
  step : ∀ k, H (u (k + 1)) - (E : ℂ) • u (k + 1) = u k
```

The type `V →L[ℂ] V` makes $H$ a bounded operator. Every Hermitian matrix in a finite basis is one; the step to the unbounded Hamiltonian of the basis-set limit is left open.

Neither $H\psi=E\psi$ nor $\lVert\psi\rVert=1$ is assumed in the convergence theorem. Their role is to make the static equations solvable: for a Hermitian matrix with a unit eigenvector $\psi$ and $g>0$, $H-E$ maps the complement of $\psi$ into itself and is injective there, hence invertible, and the $u_k$ exist. The theorems take them as given.

## The gap bounds every static vector

Let $v\perp\psi$. The gap and Cauchy-Schwarz give

$$g\lVert v\rVert^2\le \mathrm{Re}\langle v,(H-E)v\rangle\le\lVert v\rVert\,\lVert(H-E)v\rVert ,$$

so $g\lVert v\rVert\le\lVert(H-E)v\rVert$, trivially if $v=0$. Since $(H-E)v=(H-E-w)v+wv$, the triangle inequality yields

$$(g-|w|)\lVert v\rVert\le\lVert(H-E-w)v\rVert .$$

In the proof, `h3` is the static estimate and `h4` the triangle inequality.

```lean
/-- Under the gap condition, `(g - |w|) ‖v‖ ≤ ‖(H - E - w) v‖` for every `v` orthogonal
to `ψ` and every complex frequency `w`. -/
theorem shifted_gap {H : V →L[ℂ] V} {E g : ℝ} {ψ : V} (hgap : HasGap H E ψ g)
    (w : ℂ) {v : V} (hv : inner ℂ ψ v = 0) :
    (g - ‖w‖) * ‖v‖ ≤ ‖H v - ((E : ℂ) + w) • v‖ := by
  have h1 := hgap v hv
  have h2 := (Complex.re_le_norm (inner ℂ v (H v - (E : ℂ) • v))).trans
    (norm_inner_le_norm v (H v - (E : ℂ) • v))
  -- the static estimate, by Cauchy-Schwarz
  have h3 : g * ‖v‖ ≤ ‖H v - (E : ℂ) • v‖ := by
    rcases (norm_nonneg v).eq_or_lt with h0 | hpos
    · rw [← h0, mul_zero]
      exact norm_nonneg _
    · exact le_of_mul_le_mul_left (by nlinarith) hpos
  -- the frequency costs at most `|w| ‖v‖`
  have h4 : ‖H v - (E : ℂ) • v‖ ≤ ‖H v - ((E : ℂ) + w) • v‖ + ‖w‖ * ‖v‖ := by
    have e : H v - (E : ℂ) • v = (H v - ((E : ℂ) + w) • v) + w • v := by module
    rw [e, ← norm_smul]
    exact norm_add_le _ _
  linarith
```

Setting $w=0$ and $v=u_{k+1}$ gives $g\lVert u_{k+1}\rVert\le\lVert u_k\rVert$. Multiplying by $g^k$ and using induction, $g^k\lVert u_k\rVert\le\lVert u_0\rVert$. The `calc` block is this induction step.

```lean
/-- Under the gap condition with `g ≥ 0`, the vectors of the hierarchy obey
`g ^ k ‖u k‖ ≤ ‖u 0‖`. -/
theorem chain_norm_le {H : V →L[ℂ] V} {E g : ℝ} {ψ b : V} {u : ℕ → V} (hg : 0 ≤ g)
    (hgap : HasGap H E ψ g) (h : IsChain H E ψ b u) (k : ℕ) :
    g ^ k * ‖u k‖ ≤ ‖u 0‖ := by
  induction k with
  | zero => simp
  | succ k ih =>
    have h1 := shifted_gap hgap 0 (h.orth (k + 1))
    rw [norm_zero, sub_zero, add_zero, h.step k] at h1
    calc g ^ (k + 1) * ‖u (k + 1)‖ = g ^ k * (g * ‖u (k + 1)‖) := by ring
      _ ≤ g ^ k * ‖u k‖ := mul_le_mul_of_nonneg_left h1 (pow_nonneg hg k)
      _ ≤ ‖u 0‖ := ih
```

Without a gap the calculation can fail at its first equation. If $H$ is Hermitian and a second eigenstate $\varphi\perp\psi$ also has energy $E$, then $\langle\varphi,(H-E)u_0\rangle=0$, so no $u_0$ exists when $\langle\varphi,b\rangle\neq0$.

## The recursion leaves one residual term

Let $S_N=\sum_{k=0}^N w^k u_k$, with $S_{-1}=0$. The static equations give

$$(H-E)S_N=-Qb+\sum_{k=1}^N w^k u_{k-1}=-Qb+wS_{N-1}.$$

Subtracting $wS_N$ leaves

$$(H-E-w)S_N=-Qb-w^{N+1}u_N .$$

Lean proves this by induction on $N$. The step adds $w^{N+1}$ times the recursion equation to the induction hypothesis, which is what `linear_combination` does. `Finset.range (N + 1)` runs over $k=0,\dots,N$.

```lean
/-- The expansion through order `N` solves the Sternheimer equation at frequency `w` up to
the residual `-w ^ (N + 1) u N`. -/
theorem partial_sum_residual {H : V →L[ℂ] V} {E : ℝ} {ψ b : V} {u : ℕ → V}
    (h : IsChain H E ψ b u) (w : ℂ) (N : ℕ) :
    H (∑ k ∈ Finset.range (N + 1), w ^ k • u k)
      - ((E : ℂ) + w) • ∑ k ∈ Finset.range (N + 1), w ^ k • u k
      = -proj ψ b - w ^ (N + 1) • u N := by
  induction N with
  | zero =>
    simp only [zero_add, Finset.sum_range_one, pow_zero, one_smul, pow_one]
    rw [← h.start]
    module
  | succ N ih =>
    have e := h.step N
    rw [Finset.sum_range_succ, map_add, map_smul]
    linear_combination (norm := module) ih + w ^ (N + 1) • e
```

This identity needs no gap and no orthogonality. Orthogonality enters where the gap estimate is applied to $u_k$, and it also keeps the recursion solvable. For Hermitian $H$ with $H\psi=E\psi$, adding a nonzero multiple of $\psi\neq0$ to $u_0$ preserves the first equation, but then $(H-E)u_1=u_0$ has no solution, because its left side is orthogonal to $\psi$ and its right side is not.

## A frequency below the gap makes the series geometric

The condition $|w|<g$ keeps the driving frequency below every excitation energy; $w$ may be complex, so imaginary frequencies of modulus below $g$ are included. The norm bound gives

$$\lVert w^k u_k\rVert\le\lVert u_0\rVert\left(\frac{|w|}{g}\right)^k ,$$

and the right side is summable. The series therefore converges in a complete space, and its terms tend to zero. Each $S_N$ is orthogonal to $\psi$, hence so is the limit. The residual $-w\,(w^N u_N)$ tends to zero, and since $H$ is continuous, the limit solves the equation.

In the proof `hs` is the comparison with the geometric series and `hS` the convergence of the $S_N$. The two uses of `tendsto_nhds_unique` identify the limits for orthogonality and for the equation.

```lean
/-- Frequency expansion of the Sternheimer equation: let `V` be complete and let the `u k` solve the
static hierarchy. Under the gap condition and for `|w| < g`, the series `∑ w ^ k u k` converges, its
sum is orthogonal to `ψ`, and the sum solves `(H - E - w) u = -Q b`. -/
theorem frequency_expansion [CompleteSpace V] {H : V →L[ℂ] V} {E g : ℝ} {ψ b : V}
    {u : ℕ → V} (hgap : HasGap H E ψ g) (h : IsChain H E ψ b u) {w : ℂ} (hw : ‖w‖ < g) :
    Summable (fun k => w ^ k • u k) ∧
    inner ℂ ψ (∑' k, w ^ k • u k) = 0 ∧
    H (∑' k, w ^ k • u k) - ((E : ℂ) + w) • (∑' k, w ^ k • u k) = -proj ψ b := by
  have hg : 0 < g := (norm_nonneg w).trans_lt hw
  -- domination by a geometric series of ratio `|w| / g`
  have hs : Summable (fun k => w ^ k • u k) := by
    refine Summable.of_norm_bounded (g := fun k => ‖u 0‖ * (‖w‖ / g) ^ k)
      ((summable_geometric_of_lt_one (by positivity) ((div_lt_one hg).2 hw)).mul_left _) ?_
    intro k
    have h1 := chain_norm_le hg.le hgap h k
    rw [norm_smul, norm_pow, div_pow, ← mul_div_assoc, le_div_iff₀ (pow_pos hg k)]
    calc ‖w‖ ^ k * ‖u k‖ * g ^ k = ‖w‖ ^ k * (g ^ k * ‖u k‖) := by ring
      _ ≤ ‖w‖ ^ k * ‖u 0‖ := mul_le_mul_of_nonneg_left h1 (by positivity)
      _ = ‖u 0‖ * ‖w‖ ^ k := mul_comm _ _
  have hS := hs.hasSum.tendsto_sum_nat.comp (tendsto_add_atTop_nat 1)
  refine ⟨hs, ?_, ?_⟩
  · have h1 := Filter.Tendsto.inner (𝕜 := ℂ) (tendsto_const_nhds (x := ψ)) hS
    refine tendsto_nhds_unique h1 (tendsto_const_nhds.congr fun N => ?_)
    simp [inner_sum, inner_smul_right, h.orth]
  · -- the residual of the partial sums tends to zero
    have h1 := ((H.continuous.tendsto _).comp hS).sub (hS.const_smul ((E : ℂ) + w))
    have h2 : Tendsto (fun N => -proj ψ b - w • (w ^ N • u N)) atTop
        (𝓝 (-proj ψ b - w • (0 : V))) :=
      tendsto_const_nhds.sub (hs.tendsto_atTop_zero.const_smul w)
    rw [smul_zero, sub_zero] at h2
    refine tendsto_nhds_unique h1 (h2.congr fun N => ?_)
    rw [smul_smul, ← pow_succ']
    exact (partial_sum_residual h w N).symm
```

`CompleteSpace V` holds automatically in finite dimension. In an incomplete space the partial sums would still be Cauchy, but their limit might lie outside the space.

The same condition controls truncation. If $x\perp\psi$ solves the equation at frequency $w$, then $x-S_N$ is orthogonal to $\psi$ and $(H-E-w)(x-S_N)=w^{N+1}u_N$. The gap estimate gives

$$\lVert x-S_N\rVert\le\frac{|w|^{N+1}\lVert u_N\rVert}{g-|w|},$$

an error bound from the last computed vector. In Lean, `ho` is the orthogonality and `e` the equation for the difference.

```lean
/-- Truncation error: under the gap condition and for `|w| < g`, any solution `x` orthogonal
to `ψ` of the equation at frequency `w` differs from the expansion through order `N` by at most
`|w| ^ (N + 1) ‖u N‖ / (g - |w|)`. -/
theorem truncation_error {H : V →L[ℂ] V} {E g : ℝ} {ψ b x : V} {u : ℕ → V}
    (hgap : HasGap H E ψ g) (h : IsChain H E ψ b u) {w : ℂ} (hw : ‖w‖ < g)
    (hx : inner ℂ ψ x = 0) (hsol : H x - ((E : ℂ) + w) • x = -proj ψ b) (N : ℕ) :
    ‖x - ∑ k ∈ Finset.range (N + 1), w ^ k • u k‖
      ≤ ‖w‖ ^ (N + 1) * ‖u N‖ / (g - ‖w‖) := by
  have hr := partial_sum_residual h w N
  have ho : inner ℂ ψ (x - ∑ k ∈ Finset.range (N + 1), w ^ k • u k) = 0 := by
    rw [inner_sub_right, hx, inner_sum, zero_sub, neg_eq_zero]
    exact Finset.sum_eq_zero fun k _ => by rw [inner_smul_right, h.orth k, mul_zero]
  have h1 := shifted_gap hgap w ho
  have e : H (x - ∑ k ∈ Finset.range (N + 1), w ^ k • u k)
      - ((E : ℂ) + w) • (x - ∑ k ∈ Finset.range (N + 1), w ^ k • u k)
      = w ^ (N + 1) • u N := by
    rw [map_sub]
    linear_combination (norm := module) hsol - hr
  rw [e, norm_smul, norm_pow] at h1
  rw [le_div_iff₀ (sub_pos.2 hw), mul_comm]
  exact h1
```

## Hermiticity doubles the order of the response coefficients

For Hermitian $H$ and $D$ and real $w$, the linear response of $D$ is built from $-\langle u,b\rangle$ at the frequencies $w$ and $-w$. The coefficient of $w^n$ in $-\langle u,b\rangle$ is $c_n=-\langle u_n,b\rangle$. If $H$ is Hermitian, $H-E$ moves across the inner product, and for $k\ge1$

$$\langle u_j,u_k\rangle=\langle(H-E)u_{j+1},u_k\rangle=\langle u_{j+1},(H-E)u_k\rangle=\langle u_{j+1},u_{k-1}\rangle .$$

After $k$ such steps,

$$\langle u_j,u_k\rangle=\langle u_{j+k},u_0\rangle=\langle u_{j+k+1},-Qb\rangle=-\langle u_{j+k+1},b\rangle ,$$

where the last equality uses $u_{j+k+1}\perp\psi$. Vectors through order $N$ thus give coefficients through order $2N+1$. In the sum of the contributions at $w$ and $-w$ the odd orders cancel.

`IsSymmetric` is Hermiticity, and the local fact `hs` moves $H-E$ across. The induction on $k$ keeps $j$ general because each step raises $j$ by one.

```lean
/-- For Hermitian `H`, the overlap of the vectors of orders `j` and `k` gives the response
coefficient of order `j + k + 1`: `⟨u j, u k⟩ = -⟨u (j + k + 1), b⟩`. -/
theorem response_coefficient {H : V →L[ℂ] V} {E : ℝ} {ψ b : V} {u : ℕ → V}
    (hH : (H : V →ₗ[ℂ] V).IsSymmetric) (h : IsChain H E ψ b u) (j k : ℕ) :
    inner ℂ (u j) (u k) = -inner ℂ (u (j + k + 1)) b := by
  -- `H - E` can be moved across the inner product
  have hs : ∀ x y : V, inner ℂ (H x - (E : ℂ) • x) y = inner ℂ x (H y - (E : ℂ) • y) := by
    intro x y
    have h1 : inner ℂ (H x) y = inner ℂ x (H y) := hH x y
    rw [inner_sub_left, inner_sub_right, inner_smul_left, inner_smul_right,
      Complex.conj_ofReal, h1]
  induction k generalizing j with
  | zero =>
    have h1 := hs (u (j + 1)) (u 0)
    have h2 : inner ℂ (u (j + 1)) ψ = 0 := inner_eq_zero_symm.1 (h.orth (j + 1))
    rw [h.step j, h.start, inner_neg_right, proj, inner_sub_right, inner_smul_right, h2,
      mul_zero, sub_zero] at h1
    exact h1
  | succ k ih =>
    have h1 := hs (u (j + 1)) (u (k + 1))
    rw [h.step j, h.step k, ih (j + 1)] at h1
    rw [h1, show j + 1 + k + 1 = j + (k + 1) + 1 by omega]
```

The gap alone does not give this identity. Let $H-E$ act on the complement of $\psi$ as multiplication by $g-i\gamma$, with $g>0$, real $\gamma\ne0$, $\lVert\psi\rVert=1$ and $Qb\neq0$. The gap condition holds and the series still converges for $|w|<g$, but $\langle u_0,u_0\rangle=\lVert Qb\rVert^2/(g^2+\gamma^2)$ while $-\langle u_1,b\rangle=\lVert Qb\rVert^2/(g+i\gamma)^2$.

## At resonance the expansion and the solution can both disappear

To see what happens at $|w|=g$, take $H=gQ$ and $E=0$, a model in which every excitation has the same energy $g$.

```lean
/-- The model Hamiltonian `g Q`, that is `v ↦ g (v - ⟨ψ, v⟩ ψ)`. -/
def flatHamiltonian (ψ : V) (g : ℝ) : V →L[ℂ] V :=
  (g : ℂ) • (ContinuousLinearMap.id ℂ V - (innerSL ℂ ψ).smulRight ψ)
```

For a unit vector $\psi$ and $g>0$ this $H$ is Hermitian, $H\psi=0$, and $\langle v,Hv\rangle=g\lVert v\rVert^2$ for $v\perp\psi$. The static vectors are $u_k=-g^{-(k+1)}Qb$, since $H$ multiplies $Qb$ by $g$. The theorem checks these properties in turn, with `key` supplying the action of $H$ on multiples of $Qb$.

```lean
/-- For a unit vector `ψ` and `g > 0`, the Hamiltonian `g Q` is Hermitian, annihilates `ψ`, has
gap `g` above `E = 0`, and has the hierarchy `u k = -g ^ (-(k + 1)) Q b`. -/
theorem flatHamiltonian_witness {ψ : V} (hψ : ‖ψ‖ = 1) {g : ℝ} (hg : 0 < g) (b : V) :
    (flatHamiltonian ψ g : V →ₗ[ℂ] V).IsSymmetric ∧ flatHamiltonian ψ g ψ = 0 ∧
    HasGap (flatHamiltonian ψ g) 0 ψ g ∧
    IsChain (flatHamiltonian ψ g) 0 ψ b
      (fun k => (-((g : ℂ)⁻¹ ^ (k + 1))) • proj ψ b) := by
  have happ : ∀ v, flatHamiltonian ψ g v = (g : ℂ) • (v - inner ℂ ψ v • ψ) := fun _ => rfl
  have hg' : (g : ℂ) ≠ 0 := Complex.ofReal_ne_zero.2 hg.ne'
  have hψψ : inner ℂ ψ ψ = (1 : ℂ) := by simp [inner_self_eq_norm_sq_to_K, hψ]
  have hQ : inner ℂ ψ (proj ψ b) = 0 := by
    rw [proj, inner_sub_right, inner_smul_right, hψψ, mul_one, sub_self]
  have key : ∀ c : ℂ, flatHamiltonian ψ g (c • proj ψ b) = (c * g) • proj ψ b := by
    intro c
    rw [map_smul, happ, hQ, zero_smul, sub_zero, smul_smul]
  refine ⟨?_, ?_, ?_, ?_, ?_, ?_⟩
  · intro x y
    change inner ℂ (flatHamiltonian ψ g x) y = inner ℂ x (flatHamiltonian ψ g y)
    simp only [happ, inner_sub_left, inner_sub_right, inner_smul_left, inner_smul_right,
      Complex.conj_ofReal, inner_conj_symm]
    ring
  · rw [happ, hψψ, one_smul, sub_self, smul_zero]
  · intro v hv
    have e : inner ℂ v ((g : ℂ) • v) = ((g * ‖v‖ ^ 2 : ℝ) : ℂ) := by
      simp [inner_self_eq_norm_sq_to_K]
    rw [happ, hv, zero_smul, sub_zero, Complex.ofReal_zero, zero_smul, sub_zero, e,
      Complex.ofReal_re]
  · intro k
    simp only [inner_smul_right, hQ, mul_zero]
  · have e : -((g : ℂ)⁻¹ ^ (0 + 1)) * g = -1 := by
      rw [zero_add, pow_one, neg_mul, inv_mul_cancel₀ hg']
    simp only [key, Complex.ofReal_zero, zero_smul, sub_zero]
    rw [e, neg_one_smul]
  · intro k
    have e : -((g : ℂ)⁻¹ ^ (k + 1 + 1)) * g = -((g : ℂ)⁻¹ ^ (k + 1)) := by
      rw [pow_succ _ (k + 1), neg_mul, mul_assoc, inv_mul_cancel₀ hg', mul_one]
    simp only [key, Complex.ofReal_zero, zero_smul, sub_zero]
    rw [e]
```

Now set $w=g$ with $Qb\ne0$. Every term $g^k u_k$ equals $u_0$, which is nonzero because $Hu_0=-Qb$, so the series diverges. For $x\perp\psi$ one has $Hx=gx$, so the left side of $(H-g)x=-Qb$ vanishes and the right side does not: no such solution exists. In the proof `hflat` is $Hx=gx$, and `hc` says that the terms are constant.

```lean
/-- Failure at resonance: let the `u k` solve the static hierarchy for the Hamiltonian `g Q` with
`E = 0` and `Q b ≠ 0`. At `w = g` the series `∑ w ^ k u k` is not summable and the Sternheimer
equation has no solution orthogonal to `ψ`. -/
theorem resonance_sharp {ψ b : V} {g : ℝ} {u : ℕ → V} (hb : proj ψ b ≠ 0)
    (h : IsChain (flatHamiltonian ψ g) 0 ψ b u) :
    ¬ Summable (fun k => (g : ℂ) ^ k • u k) ∧
    ¬ ∃ x : V, inner ℂ ψ x = 0 ∧ flatHamiltonian ψ g x - (g : ℂ) • x = -proj ψ b := by
  have hflat : ∀ v, inner ℂ ψ v = 0 → flatHamiltonian ψ g v = (g : ℂ) • v := by
    intro v hv
    change (g : ℂ) • (v - inner ℂ ψ v • ψ) = (g : ℂ) • v
    rw [hv, zero_smul, sub_zero]
  constructor
  · intro hs
    -- every term of the series equals `u 0`
    have hc : ∀ k, (g : ℂ) ^ k • u k = u 0 := by
      intro k
      induction k with
      | zero => simp
      | succ k ih =>
        have h1 := h.step k
        rw [hflat _ (h.orth _), Complex.ofReal_zero, zero_smul, sub_zero] at h1
        rw [pow_succ, mul_smul, h1, ih]
    have h0 : u 0 = 0 :=
      tendsto_nhds_unique (tendsto_const_nhds.congr fun k => (hc k).symm)
        hs.tendsto_atTop_zero
    have h1 := h.start
    rw [h0, map_zero, smul_zero, sub_zero] at h1
    exact hb (neg_eq_zero.1 h1.symm)
  · rintro ⟨x, hx, hsol⟩
    rw [hflat x hx, sub_self] at hsol
    exact hb (neg_eq_zero.1 hsol.symm)

end

end SternheimerFrequencyExpansion
```

The strict inequality $|w|<g$ therefore cannot be relaxed to $|w|\le g$ in the general theorem. A particular system may do better, for instance when $b$ has no overlap with the lowest excited states.

```lean
#print axioms SternheimerFrequencyExpansion.frequency_expansion
#print axioms SternheimerFrequencyExpansion.truncation_error
#print axioms SternheimerFrequencyExpansion.response_coefficient
#print axioms SternheimerFrequencyExpansion.resonance_sharp
```

```
'SternheimerFrequencyExpansion.frequency_expansion' depends on axioms: [propext, Classical.choice, Quot.sound]
'SternheimerFrequencyExpansion.truncation_error' depends on axioms: [propext, Classical.choice, Quot.sound]
'SternheimerFrequencyExpansion.response_coefficient' depends on axioms: [propext, Classical.choice, Quot.sound]
'SternheimerFrequencyExpansion.resonance_sharp' depends on axioms: [propext, Classical.choice, Quot.sound]
```
